# The alternating sum of inverse squares, 1 − 1/4 + 1/9 − …, is π²/12

The theorem `alternating_inverse_squares` says that the series of terms (−1)ⁿ/(n+1)², with n running from 0, converges to π²/12. It is a statement about real numbers alone, with no physical model or physical assumption in it. The attempt starts from the full sum of inverse squares, π²/6, and subtracts the series of terms (1 − (−1)ⁿ)/(n+1)². Those terms vanish at even n and are twice the inverse square at odd n, so they add up to half the full sum, and the difference is the series wanted.

An attempt in Lean 4 with a fault in it:

```lean
import Mathlib

open MeasureTheory Set Filter Topology Real

namespace GrapheneCarriers

noncomputable section

private lemma hasSum_of_eq {f g : ℕ → ℝ} {a b : ℝ} (h : HasSum f a)
    (hf : ∀ n, g n = f n) (hab : b = a) : HasSum g b := by
  obtain rfl : g = f := funext hf
  subst hab
  exact h

/-- The alternating sum of inverse squares is `π²/12`. -/
theorem alternating_inverse_squares :
    HasSum (fun n : ℕ => (-1 : ℝ) ^ n / ((n : ℝ) + 1) ^ 2) (π ^ 2 / 12) := by
  have hz : HasSum (fun n : ℕ => 1 / ((n : ℝ) + 1) ^ 2) (π ^ 2 / 6) := by
    have h := (hasSum_nat_add_iff' 1).mpr hasSum_zeta_two
    simpa using h
  -- twice the terms of odd index form half of the full sum
  have hg : HasSum (fun n : ℕ => (1 - (-1 : ℝ) ^ n) / ((n : ℝ) + 1) ^ 2)
      (0 + 1 / 2 * (π ^ 2 / 6)) := by
    refine HasSum.even_add_odd ?_ ?_
    · simp [pow_mul, hasSum_zero]
    · convert hz.mul_left (1 / 2) using 1
      funext k
      have h1 : (-1 : ℝ) ^ (2 * k + 1) = -1 := by rw [pow_succ, pow_mul]; norm_num
      have h2 : (k : ℝ) + 1 ≠ 0 := by positivity
      have h3 : ((2 * k + 1 : ℕ) : ℝ) + 1 = 2 * ((k : ℝ) + 1) := by push_cast; ring
      rw [h1, h3]
      field_simp <;> norm_num
  convert hz.sub hg using 1
  · funext n
    try simp only [Pi.sub_apply]
    ring
  · ring

end

end GrapheneCarriers
```

Messages:

```
Main.lean:27:6: error: Tactic `apply` failed: could not unify the conclusion of `@funext`
  ?f = ?g
with the goal
  instAddCommMonoid =
    CommRing.toNonUnitalCommRing.toNonUnitalNonAssocCommRing.toNonUnitalNonAssocSemiring.toAddCommMonoid

Note: The full type of `@funext` is
  ∀ {α : Sort ?u.162} {β : α → Sort ?u.161} {f g : (x : α) → β x}, (∀ (x : α), f x = g x) → f = g

case e'_3
hz : HasSum (fun n => 1 / (↑n + 1) ^ 2) (π ^ 2 / 6)
⊢ instAddCommMonoid =
    CommRing.toNonUnitalCommRing.toNonUnitalNonAssocCommRing.toNonUnitalNonAssocSemiring.toAddCommMonoid
Main.lean:34:4: error: Tactic `apply` failed: could not unify the conclusion of `@funext`
  ?f = ?g
with the goal
  instAddCommMonoid = instAddCommGroup.toAddCommMonoid

Note: The full type of `@funext` is
  ∀ {α : Sort ?u.168} {β : α → Sort ?u.167} {f g : (x : α) → β x}, (∀ (x : α), f x = g x) → f = g

case e'_3
hz : HasSum (fun n => 1 / (↑n + 1) ^ 2) (π ^ 2 / 6)
hg : HasSum (fun n => (1 - (-1) ^ n) / (↑n + 1) ^ 2) (0 + 1 / 2 * (π ^ 2 / 6))
⊢ instAddCommMonoid = instAddCommGroup.toAddCommMonoid
Try this:
  [apply] ring_nf
  
  The `ring` tactic failed to close the goal. Use `ring_nf` to obtain a normal form.
    
  Note that `ring` works primarily in *commutative* rings. If you have a noncommutative ring, abelian group or module, consider using `noncomm_ring`, `abel` or `module` instead.
Main.lean:17:75: error: unsolved goals
case e'_6
hz : HasSum (fun n => 1 / (↑n + 1) ^ 2) (π ^ 2 / 6)
hg : HasSum (fun n => (1 - (-1) ^ n) / (↑n + 1) ^ 2) (0 + 1 / 2 * (π ^ 2 / 6))
⊢ π ^ 2 / 12 = π ^ 2 / 6 - (0 + 1 / 2 * (π ^ 2 / 6))
```

Cause. Both `funext` errors have one cause. `convert … using 1` made a goal of every argument of `HasSum` it could not match at once, and the first was an equality between two additive-monoid structures on ℝ. `funext` proves equalities of functions, so it did not apply. In the last step this extra goal also put the bullets out of step: the final `ring` went to another goal, and the equation between the sums, though true, was left unsolved.

The repair uses `hasSum_of_eq`, already in the file. It asks only for equality of the terms and of the sums, and Lean reconciles the structures by unfolding definitions when it checks the `HasSum` argument. The `show` lines write out the term equalities, and `ring` proves the last one and the equation between the sums.

In the odd-index step, `mul_pow`, `generalize` and `ring` replace `field_simp <;> norm_num`. The old ending was never reached, so the messages don't show whether it would have worked. Removing `h2`, which the new ending doesn't need, is tidying.

As a diff, the version that Lean accepts:

```diff
@@ -24,16 +24,17 @@
     refine HasSum.even_add_odd ?_ ?_
     · simp [pow_mul, hasSum_zero]
-    · convert hz.mul_left (1 / 2) using 1
-      funext k
+    · refine hasSum_of_eq (hz.mul_left (1 / 2)) (fun k => ?_) rfl
+      show (1 - (-1 : ℝ) ^ (2 * k + 1)) / (((2 * k + 1 : ℕ) : ℝ) + 1) ^ 2
+        = 1 / 2 * (1 / ((k : ℝ) + 1) ^ 2)
       have h1 : (-1 : ℝ) ^ (2 * k + 1) = -1 := by rw [pow_succ, pow_mul]; norm_num
-      have h2 : (k : ℝ) + 1 ≠ 0 := by positivity
+
       have h3 : ((2 * k + 1 : ℕ) : ℝ) + 1 = 2 * ((k : ℝ) + 1) := by push_cast; ring
-      rw [h1, h3]
-      field_simp <;> norm_num
-  convert hz.sub hg using 1
-  · funext n
-    try simp only [Pi.sub_apply]
-    ring
-  · ring
+      rw [h1, h3, mul_pow]
+      generalize ((k : ℝ) + 1) ^ 2 = y
+      ring
+  refine hasSum_of_eq (hz.sub hg) (fun n => ?_) (by ring)
+  show (-1 : ℝ) ^ n / ((n : ℝ) + 1) ^ 2
+    = 1 / ((n : ℝ) + 1) ^ 2 - (1 - (-1 : ℝ) ^ n) / ((n : ℝ) + 1) ^ 2
+  ring
 
 end
```
